# The entries of identity minus two-particle exchange are antisymmetrised products of Kronecker deltas

For two particles, each in one of `r` orbitals, the exchange operator swaps the particles, and it is written here as a matrix on ordered pairs of orbitals. The lemma says that the entry of identity minus exchange between the pairs (i, j) and (k, l) is δ_ik δ_jl − δ_il δ_jk. The number of orbitals is finite, a pair may repeat an orbital, and there is no factor 1/2 in front of the difference. The attempt unfolds both matrices into if-expressions, splits on every condition with `split_ifs`, and leaves each case to `simp_all`.

The failing Lean file:

```lean
import Mathlib

open Matrix
open scoped Kronecker

namespace OneSubExchangeApply

noncomputable section

variable {r : ℕ} {m : Type*} [Fintype m] [DecidableEq m]

/-- Matrices on ordered pairs of `r` orbitals. -/
abbrev PairMatrix (r : ℕ) := Matrix (Fin r × Fin r) (Fin r × Fin r) ℂ

/-- The swap of the two particles. -/
def exchange (r : ℕ) : PairMatrix r := fun p q => if p = q.swap then 1 else 0

/-- The entries of `1 - swap` are antisymmetrized products of Kronecker deltas. -/
theorem one_sub_exchange_apply (i j k l : Fin r) :
    (1 - exchange r) (i, j) (k, l) =
      (1 : Matrix (Fin r) (Fin r) ℂ) i k * (1 : Matrix (Fin r) (Fin r) ℂ) j l
      - (1 : Matrix (Fin r) (Fin r) ℂ) i l * (1 : Matrix (Fin r) (Fin r) ℂ) j k := by
  simp only [Matrix.sub_apply, exchange, Matrix.one_apply, Prod.swap, Prod.mk.injEq]
  split_ifs <;> simp_all

end

end OneSubExchangeApply
```

Messages:

```
Main.lean:24:16: error: Tactic `simp` failed with a nested error:
maximum recursion depth has been reached
use `set_option maxRecDepth <num>` to increase limit
use `set_option diagnostics true` to get diagnostic information
```

This version goes through:

```diff
@@ -21,6 +21,10 @@
       (1 : Matrix (Fin r) (Fin r) ℂ) i k * (1 : Matrix (Fin r) (Fin r) ℂ) j l
       - (1 : Matrix (Fin r) (Fin r) ℂ) i l * (1 : Matrix (Fin r) (Fin r) ℂ) j k := by
-  simp only [Matrix.sub_apply, exchange, Matrix.one_apply, Prod.swap, Prod.mk.injEq]
-  split_ifs <;> simp_all
+  have h : ∀ x y u v : Fin r, (if (x, y) = (u, v) then (1 : ℂ) else 0) =
+      (1 : Matrix (Fin r) (Fin r) ℂ) x u * (1 : Matrix (Fin r) (Fin r) ℂ) y v := by
+    intro x y u v
+    by_cases h1 : x = u <;> by_cases h2 : y = v <;> simp [Matrix.one_apply, h1, h2]
+  rw [Matrix.sub_apply, Matrix.one_apply]
+  exact congrArg₂ (fun s t : ℂ => s - t) (h i j k l) (h i j l k)
 
 end
```

Cause. The error is at `simp_all`, which ran out of recursion depth in a case left by `split_ifs`. The message does not say which case, but the one where all the conditions hold can explain it. There the hypotheses give i = k, j = l, i = l and j = k, and `simp_all` uses hypotheses to rewrite one another. Replacing i by k in i = l gives k = l, and replacing j by l in j = k gives l = k. Used as rewrite rules, these two turn k into l and back without end.

The repair never puts the four equations together. The auxiliary fact `h` treats a single product of deltas, and its case split concerns only x = u and y = v, which share no variable, so `simp` has no such loop to enter. After `rw` has exposed the difference and written the identity's entry as an if-expression, `congrArg₂` joins two uses of `h`, the second with k and l exchanged. Lean accepts the second for the exchange entry by unfolding `exchange` and the swap.
